# The pair formula for the thermal diffuse intensity of frozen-phonon exit waves

Let $E$ be a complex inner-product space and let $i$ run over a finite set of frozen configurations. Each configuration is a snapshot of the crystal with its atoms displaced and held still while the electron passes. It has an exit wave $\psi_i\in E$ and a real weight $w_i$.

The inner product $\langle x,y\rangle$ is antilinear in $x$ and linear in $y$, and $\|x\|^2=\langle x,x\rangle$. If $E$ is a space of waves on the exit plane, $\|\psi_i\|^2$ is the intensity integrated over that plane. If $E=\mathbb C$ and $\psi_i$ is the amplitude at one point of the diffraction pattern, $\|\psi_i\|^2$ is the intensity at that point. Both readings are allowed, since $E$ may have any dimension.

In Lean, the finite set is the type `ι`, and the weights and waves are functions `w : ι → ℝ` and `ψ : ι → E`. A second space `F` is reserved for waves that have passed an optical element.

```lean
import Mathlib

open Finset

namespace FrozenPhonon

noncomputable section

variable {ι E F : Type*} [Fintype ι]
  [NormedAddCommGroup E] [InnerProductSpace ℂ E]
  [NormedAddCommGroup F] [InnerProductSpace ℂ F]
```

The coherent wave is the weighted sum of the exit waves,
$$\bar\psi=\sum_i w_i\psi_i .$$
The cast `(w i : ℂ)` turns the real weight into a complex scalar.

```lean
/-- The coherent wave: the weighted sum of the exit waves of the frozen configurations. -/
def coherentWave (w : ι → ℝ) (ψ : ι → E) : E := ∑ i, (w i : ℂ) • ψ i
```

The total intensity adds intensities instead of amplitudes:
$$I=\sum_i w_i\|\psi_i\|^2 .$$

```lean
/-- The total intensity: the weighted sum of the intensities of the single exit waves. -/
def totalIntensity (w : ι → ℝ) (ψ : ι → E) : ℝ := ∑ i, w i * ‖ψ i‖ ^ 2
```

The thermal diffuse intensity is what remains of the total after the coherent part is removed:
$$D=I-\|\bar\psi\|^2 .$$

```lean
/-- The thermal diffuse intensity: total intensity minus the intensity of the coherent wave. -/
def diffuseIntensity (w : ι → ℝ) (ψ : ι → E) : ℝ :=
  totalIntensity w ψ - ‖coherentWave w ψ‖ ^ 2
```

The definitions put no condition on the weights. Two conditions enter later as hypotheses: `h1` says $\sum_i w_i=1$, and `hw` says $w_i\ge 0$ for all $i$. Together they say that the weights are the probabilities of the configurations.

The exit waves are arbitrary vectors. How they are computed, how the displacements are drawn, and how well a finite set represents the continuous thermal average are questions that the model leaves open.

## (a) Overlap with the coherent wave

Show that the real part of the overlap of $\bar\psi$ with any wave $x\in E$ is the weighted sum of the single ones:
$$\operatorname{Re}\langle\bar\psi,x\rangle=\sum_i w_i\operatorname{Re}\langle\psi_i,x\rangle .$$

The first slot is antilinear, so
$$\langle\bar\psi,x\rangle=\sum_i \overline{w_i}\,\langle\psi_i,x\rangle=\sum_i w_i\langle\psi_i,x\rangle ,$$
because the weights are real. Taking real parts term by term gives the claim.

The Lean proof goes the same way. `sum_inner` moves the sum out of the first slot, `inner_smul_left` produces the conjugated weight, and `Complex.conj_ofReal` removes the conjugation.

```lean
/-- The real part of the overlap of the coherent wave with any wave `x` is the weighted sum
of the real parts of the single overlaps. -/
theorem re_inner_coherentWave (w : ι → ℝ) (ψ : ι → E) (x : E) :
    (inner ℂ (coherentWave w ψ) x).re = ∑ i, w i * (inner ℂ (ψ i) x).re := by
  rw [coherentWave, sum_inner, Complex.re_sum]
  refine sum_congr rfl fun i _ => ?_
  rw [inner_smul_left, Complex.conj_ofReal, Complex.re_ofReal_mul]
```

## (b) The coherent intensity as interference

Show that the coherent intensity is a double sum over configurations:
$$\|\bar\psi\|^2=\sum_{i,j}w_iw_j\operatorname{Re}\langle\psi_i,\psi_j\rangle .$$

Apply (a) with $x=\bar\psi$:
$$\|\bar\psi\|^2=\operatorname{Re}\langle\bar\psi,\bar\psi\rangle=\sum_i w_i\operatorname{Re}\langle\psi_i,\bar\psi\rangle .$$
The second slot is linear, so $\operatorname{Re}\langle\psi_i,\bar\psi\rangle=\sum_j w_j\operatorname{Re}\langle\psi_i,\psi_j\rangle$. Inserting this gives the double sum. Its terms with $i=j$ are $w_i^2\|\psi_i\|^2$; the others are the interference between different configurations.

In the code, `h` writes the squared norm as the real part of an inner product. The result of (a) expands the first slot, and `inner_sum` with `inner_smul_right` expands the second. Neither (a) nor (b) needs normalised weights.

```lean
/-- The coherent intensity is the weighted double sum of the real parts of the overlaps `⟨ψ i, ψ j⟩`
over all ordered pairs of configurations, including `i = j`. -/
theorem coherent_intensity_eq_interference (w : ι → ℝ) (ψ : ι → E) :
    ‖coherentWave w ψ‖ ^ 2 = ∑ i, ∑ j, w i * w j * (inner ℂ (ψ i) (ψ j)).re := by
  have h : ‖coherentWave w ψ‖ ^ 2 = (inner ℂ (coherentWave w ψ) (coherentWave w ψ)).re :=
    (inner_self_eq_norm_sq (𝕜 := ℂ) (coherentWave w ψ)).symm
  rw [h, re_inner_coherentWave]
  refine sum_congr rfl fun i _ => ?_
  rw [coherentWave, inner_sum, Complex.re_sum, mul_sum]
  refine sum_congr rfl fun j _ => ?_
  rw [inner_smul_right, Complex.re_ofReal_mul]
  ring
```

## (c) Fluctuation about the coherent wave

Let $\sum_i w_i=1$. Show that the diffuse intensity is the weighted mean squared deviation from the coherent wave:
$$D=\sum_i w_i\|\psi_i-\bar\psi\|^2 .$$

For each $i$,
$$\|\psi_i-\bar\psi\|^2=\|\psi_i\|^2-2\operatorname{Re}\langle\psi_i,\bar\psi\rangle+\|\bar\psi\|^2 .$$
Multiply by $w_i$ and sum. The first term gives $I$. By (a) with $x=\bar\psi$, the middle term gives $-2\|\bar\psi\|^2$. The last gives $\|\bar\psi\|^2\sum_i w_i=\|\bar\psi\|^2$. Altogether,
$$\sum_i w_i\|\psi_i-\bar\psi\|^2=I-2\|\bar\psi\|^2+\|\bar\psi\|^2=D .$$

The statement `hm` evaluates the middle sum, and `hs` expands the squares under the sum with `norm_sub_sq`. The final rewriting splits the sum into its three parts and inserts `hm` and `h1`.

```lean
/-- For weights summing to one, the thermal diffuse intensity is the weighted mean squared
deviation of the exit waves from the coherent wave. -/
theorem diffuse_eq_fluctuation (w : ι → ℝ) (ψ : ι → E) (h1 : ∑ i, w i = 1) :
    diffuseIntensity w ψ = ∑ i, w i * ‖ψ i - coherentWave w ψ‖ ^ 2 := by
  have hm : ∑ i, w i * (inner ℂ (ψ i) (coherentWave w ψ)).re = ‖coherentWave w ψ‖ ^ 2 := by
    rw [← re_inner_coherentWave]
    exact inner_self_eq_norm_sq (𝕜 := ℂ) (coherentWave w ψ)
  -- expand each squared deviation
  have hs : ∑ i, w i * ‖ψ i - coherentWave w ψ‖ ^ 2 =
      ∑ i, (w i * ‖ψ i‖ ^ 2 - 2 * (w i * (inner ℂ (ψ i) (coherentWave w ψ)).re)
        + w i * ‖coherentWave w ψ‖ ^ 2) := by
    refine sum_congr rfl fun i _ => ?_
    have h : ‖ψ i - coherentWave w ψ‖ ^ 2 = ‖ψ i‖ ^ 2
        - 2 * (inner ℂ (ψ i) (coherentWave w ψ)).re + ‖coherentWave w ψ‖ ^ 2 :=
      norm_sub_sq (𝕜 := ℂ) _ _
    rw [h]
    ring
  rw [hs, sum_add_distrib, sum_sub_distrib, ← mul_sum, ← sum_mul, hm, h1,
    diffuseIntensity, totalIntensity]
  ring
```

## (d) The sum over pairs

Again let $\sum_i w_i=1$. Eliminate the coherent wave and show that
$$D=\frac12\sum_{i,j}w_iw_j\|\psi_i-\psi_j\|^2 .$$

Expand the squared distance of a pair,
$$\|\psi_i-\psi_j\|^2=\|\psi_i\|^2-2\operatorname{Re}\langle\psi_i,\psi_j\rangle+\|\psi_j\|^2 ,$$
multiply by $w_iw_j$ and sum over both indices. In the first term the sum over $j$ acts only on $w_j$, and in the third the sum over $i$ acts only on $w_i$. With (b) for the middle term,
$$\sum_{i,j}w_iw_j\|\psi_i-\psi_j\|^2=I\sum_j w_j-2\|\bar\psi\|^2+I\sum_i w_i=2I-2\|\bar\psi\|^2=2D .$$
Half of this is the claim. The factor $\tfrac12$ compensates for counting each pair twice. The signs of the weights played no part.

The long statement `h` is the expansion before normalisation is used. Its proof turns the products of sums into double sums with `sum_mul_sum` and compares them term by term. Then `h1` sets the sums of weights to one, and (b), read from right to left, restores the coherent intensity.

```lean
/-- For weights summing to one, the thermal diffuse intensity is half the weighted sum of the
squared distances over all ordered pairs of exit waves. -/
theorem diffuse_eq_pairwise (w : ι → ℝ) (ψ : ι → E) (h1 : ∑ i, w i = 1) :
    diffuseIntensity w ψ = 1 / 2 * ∑ i, ∑ j, w i * w j * ‖ψ i - ψ j‖ ^ 2 := by
  -- each pair contributes two intensities and one interference term
  have h : ∑ i, ∑ j, w i * w j * ‖ψ i - ψ j‖ ^ 2 =
      (∑ i, w i * ‖ψ i‖ ^ 2) * (∑ j, w j)
        - 2 * (∑ i, ∑ j, w i * w j * (inner ℂ (ψ i) (ψ j)).re)
        + (∑ i, w i) * (∑ j, w j * ‖ψ j‖ ^ 2) := by
    rw [sum_mul_sum, sum_mul_sum, mul_sum, ← sum_sub_distrib, ← sum_add_distrib]
    refine sum_congr rfl fun i _ => ?_
    rw [mul_sum, ← sum_sub_distrib, ← sum_add_distrib]
    refine sum_congr rfl fun j _ => ?_
    have hij : ‖ψ i - ψ j‖ ^ 2 =
        ‖ψ i‖ ^ 2 - 2 * (inner ℂ (ψ i) (ψ j)).re + ‖ψ j‖ ^ 2 :=
      norm_sub_sq (𝕜 := ℂ) _ _
    rw [hij]
    ring
  rw [h, h1, ← coherent_intensity_eq_interference, diffuseIntensity, totalIntensity]
  ring
```

## (e) The sign of the diffuse intensity

Now let the weights be nonnegative as well as normalised. Show that
$$D\ge 0 .$$

In the pair formula every term $w_iw_j\|\psi_i-\psi_j\|^2$ is a product of nonnegative factors, so the sum and its half are nonnegative. Equivalently, the coherent intensity never exceeds the total.

For a frozen-phonon simulation that averages over finitely many configurations, this means that a negative diffuse intensity well beyond rounding error signals a mistake, for example different weights in the coherent and the total average.

The Lean proof rewrites with (d) and assembles the sign from `sum_nonneg`, `mul_nonneg` and `sq_nonneg`.

```lean
/-- For nonnegative weights summing to one, the thermal diffuse intensity is nonnegative. -/
theorem diffuse_nonneg (w : ι → ℝ) (ψ : ι → E) (hw : ∀ i, 0 ≤ w i) (h1 : ∑ i, w i = 1) :
    0 ≤ diffuseIntensity w ψ := by
  rw [diffuse_eq_pairwise w ψ h1]
  exact mul_nonneg (by norm_num) (sum_nonneg fun i _ => sum_nonneg fun j _ =>
    mul_nonneg (mul_nonneg (hw i) (hw j)) (sq_nonneg _))
```

## (f) When the diffuse intensity vanishes

Under the same two conditions, show that
$$D=0\quad\Longleftrightarrow\quad \psi_i=\psi_j\ \text{ for all } i,j \text{ with } w_i>0 \text{ and } w_j>0 .$$

Suppose $D=0$. By (d) a sum of nonnegative terms vanishes, so each term does: $w_iw_j\|\psi_i-\psi_j\|^2=0$ for all $i,j$. If both weights are positive, we may divide by them, and $\|\psi_i-\psi_j\|=0$ gives $\psi_i=\psi_j$.

Conversely, suppose that all waves of positive weight agree. In each term of the pair sum, either one of the weights is zero or the two waves are equal. Every term vanishes, and so does $D$.

The equality is one of vectors, phase included. Two nonzero exit waves of positive weight that differ only by a phase factor other than one have the same intensity, yet they make $D$ positive. A single configuration of weight one has $D=0$.

In the forward direction, Lean uses `sum_eq_zero_iff_of_nonneg` twice, first for the outer sum and then for the inner one. In the backward direction, `eq_or_lt` separates zero weights from positive ones.

```lean
/-- For nonnegative weights summing to one, the thermal diffuse intensity vanishes exactly when
all configurations of positive weight give the same exit wave. -/
theorem diffuse_eq_zero_iff (w : ι → ℝ) (ψ : ι → E) (hw : ∀ i, 0 ≤ w i)
    (h1 : ∑ i, w i = 1) :
    diffuseIntensity w ψ = 0 ↔ ∀ i j, 0 < w i → 0 < w j → ψ i = ψ j := by
  have ht : ∀ i j, 0 ≤ w i * w j * ‖ψ i - ψ j‖ ^ 2 := fun i j =>
    mul_nonneg (mul_nonneg (hw i) (hw j)) (sq_nonneg _)
  rw [diffuse_eq_pairwise w ψ h1]
  constructor
  · intro h i j hi hj
    -- a vanishing sum of nonnegative terms vanishes term by term
    have h0 : ∑ i, ∑ j, w i * w j * ‖ψ i - ψ j‖ ^ 2 = 0 := by linarith
    have h2 := (sum_eq_zero_iff_of_nonneg
      (fun i _ => sum_nonneg fun j _ => ht i j)).1 h0 i (mem_univ i)
    have h3 := (sum_eq_zero_iff_of_nonneg (fun j _ => ht i j)).1 h2 j (mem_univ j)
    have h4 : ‖ψ i - ψ j‖ ^ 2 = 0 :=
      (mul_eq_zero.1 h3).resolve_left (mul_pos hi hj).ne'
    exact sub_eq_zero.1 (norm_eq_zero.1 ((pow_eq_zero_iff two_ne_zero).1 h4))
  · intro h
    have h0 : ∑ i, ∑ j, w i * w j * ‖ψ i - ψ j‖ ^ 2 = 0 := by
      refine sum_eq_zero fun i _ => sum_eq_zero fun j _ => ?_
      rcases (hw i).eq_or_lt with hi | hi
      · simp [← hi]
      · rcases (hw j).eq_or_lt with hj | hj
        · simp [← hj]
        · simp [h i j hi hj]
    rw [h0, mul_zero]
```

## (g) Behind an aperture

Let $T:E\to F$ be a linear map with $\|Tx\|\le\|x\|$ for all $x\in E$. It stands for an optical element that may block or absorb part of a wave but does not amplify it; an aperture that transmits only some of the diffracted directions is an example. Keep the weights nonnegative and normalised, and write $D[\psi]$ for the diffuse intensity of the waves $\psi_i$ and $D[T\psi]$ for that of the waves $T\psi_i$. Show that
$$D[T\psi]\le D[\psi] .$$

By linearity $T\psi_i-T\psi_j=T(\psi_i-\psi_j)$, hence
$$\|T\psi_i-T\psi_j\|^2\le\|\psi_i-\psi_j\|^2 .$$
Multiplying by $w_iw_j\ge0$, summing and halving gives the inequality, by (d) on both sides. Subtracting the coherent intensity from the total would not show this directly, since the element can reduce both.

The bound concerns the diffuse intensity itself, not its share of the transmitted total.

In Lean, `T : E →ₗ[ℂ] F` is the linear map and `hT` the condition on the norm. The proof applies `hT` to `ψ i - ψ j`, uses `map_sub` for linearity, and compares the two double sums with `sum_le_sum`.

```lean
/-- For nonnegative weights summing to one, a linear optical element that never increases the
norm of a wave does not increase the thermal diffuse intensity. -/
theorem diffuse_aperture_le (w : ι → ℝ) (ψ : ι → E) (hw : ∀ i, 0 ≤ w i)
    (h1 : ∑ i, w i = 1) (T : E →ₗ[ℂ] F) (hT : ∀ x, ‖T x‖ ≤ ‖x‖) :
    diffuseIntensity w (fun i => T (ψ i)) ≤ diffuseIntensity w ψ := by
  rw [diffuse_eq_pairwise w (fun i => T (ψ i)) h1, diffuse_eq_pairwise w ψ h1]
  refine mul_le_mul_of_nonneg_left
    (sum_le_sum fun i _ => sum_le_sum fun j _ => ?_) (by norm_num)
  -- the element does not increase the distance between any two waves
  have h := hT (ψ i - ψ j)
  rw [map_sub] at h
  exact mul_le_mul_of_nonneg_left (pow_le_pow_left₀ (norm_nonneg _) h 2)
    (mul_nonneg (hw i) (hw j))
```

## (h) Two configurations

Take two configurations with weights $p$ and $1-p$ and exit waves $a$ and $b$. Show that
$$D=p(1-p)\,\|a-b\|^2 .$$

The weights sum to one for every real $p$, so (d) applies. Of the four terms in the double sum, the two with equal indices vanish. The other two both equal $p(1-p)\|a-b\|^2$, and the factor $\tfrac12$ leaves one of them.

For $p=\tfrac12$ and $b=-a$ with $\|a\|=1$, the formula gives $D=\tfrac14\cdot4=1$. The coherent wave is then zero, and the whole intensity is diffuse. For $p>1$ and $a\ne b$ the result is negative, which shows that (e) does need nonnegative weights.

In the Lean statement, `![p, 1 - p]` and `![a, b]` are the lists of the two weights and the two waves. `Fin.sum_univ_two` writes out the sums, and `norm_sub_rev` identifies $\|b-a\|$ with $\|a-b\|$.

```lean
/-- Two configurations with weights `p` and `1 - p` and exit waves `a` and `b` give the thermal
diffuse intensity `p (1 - p) ‖a - b‖²`. -/
theorem diffuse_two_configurations (p : ℝ) (a b : E) :
    diffuseIntensity ![p, 1 - p] ![a, b] = p * (1 - p) * ‖a - b‖ ^ 2 := by
  rw [diffuse_eq_pairwise _ _ (by simp [Fin.sum_univ_two])]
  simp only [Fin.sum_univ_two, Matrix.cons_val_zero, Matrix.cons_val_one,
    sub_self, norm_zero, norm_sub_rev b a]
  ring

end

end FrozenPhonon
```

```lean
#print axioms FrozenPhonon.diffuse_nonneg
-- 'FrozenPhonon.diffuse_nonneg' depends on axioms: [propext, Classical.choice, Quot.sound]
#print axioms FrozenPhonon.diffuse_eq_zero_iff
-- 'FrozenPhonon.diffuse_eq_zero_iff' depends on axioms: [propext, Classical.choice, Quot.sound]
#print axioms FrozenPhonon.diffuse_aperture_le
-- 'FrozenPhonon.diffuse_aperture_le' depends on axioms: [propext, Classical.choice, Quot.sound]
#print axioms FrozenPhonon.diffuse_two_configurations
-- 'FrozenPhonon.diffuse_two_configurations' depends on axioms: [propext, Classical.choice, Quot.sound]
```
